# For U ≠ 0, a closed-shell density localised on one site of the Hubbard dimer gives a Fock matrix that does not commute with site exchange

The Hubbard dimer has two sites, joined by a hopping matrix with off-diagonal entries −t, and a repulsion U that acts only within a site. In the closed-shell mean-field model the Fock matrix is F = h + 2J − K, built from the density matrix D of one spin; here D = diag(1, 0), so both electrons sit on the first site. The lemma says that for every real t and every nonzero real U this F does not commute with the matrix that exchanges the two sites. The attempt supposes that they do commute, takes the (0, 1) entry of the two products, and hopes to read off U = 0.

The failing Lean file:

```lean
import Mathlib

open Matrix

namespace BrokenSymmetryDensity

noncomputable section

variable {n : Type*} [Fintype n] [DecidableEq n]

/-- The Coulomb matrix `J_pq = Σ (pq|rs) D_rs`. -/
def coulomb (g : n → n → n → n → ℝ) (D : Matrix n n ℝ) : Matrix n n ℝ :=
  Matrix.of fun p q => ∑ r, ∑ s, g p q r s * D r s

/-- The exchange matrix `K_pq = Σ (pr|sq) D_rs`. -/
def exchange (g : n → n → n → n → ℝ) (D : Matrix n n ℝ) : Matrix n n ℝ :=
  Matrix.of fun p q => ∑ r, ∑ s, g p r s q * D r s

/-- The closed-shell Fock matrix `F = h + 2J - K`, with `D` the density matrix of one spin. -/
def fock (h : Matrix n n ℝ) (g : n → n → n → n → ℝ) (D : Matrix n n ℝ) : Matrix n n ℝ :=
  h + (2 : ℝ) • coulomb g D - exchange g D

/-- The hopping matrix of the Hubbard dimer. -/
def hop (t : ℝ) : Matrix (Fin 2) (Fin 2) ℝ := !![0, -t; -t, 0]

/-- The on-site repulsion `U` of the Hubbard dimer as two-electron integrals. -/
def onsite (U : ℝ) : Fin 2 → Fin 2 → Fin 2 → Fin 2 → ℝ :=
  fun p q r s => if p = q ∧ q = r ∧ r = s then U else 0

/-- The exchange of the two sites of the dimer. -/
def siteSwap : Matrix (Fin 2) (Fin 2) ℝ := !![0, 1; 1, 0]

/-- In the Hubbard dimer with `U ≠ 0`, the density localised on one site gives a Fock matrix
that does not commute with site exchange. -/
theorem broken_symmetry_density (t : ℝ) {U : ℝ} (hU : U ≠ 0) :
    siteSwap * fock (hop t) (onsite U) !![1, 0; 0, 0]
      ≠ fock (hop t) (onsite U) !![1, 0; 0, 0] * siteSwap := by
  intro H
  apply hU
  have e := congrFun (congrFun H 0) 1
  simp [siteSwap, fock, coulomb, exchange, hop, onsite, Matrix.mul_apply,
    Fin.sum_univ_two] at e
  linarith

end

end BrokenSymmetryDensity
```

The error:

```
Main.lean:43:2: error: linarith failed to find a contradiction
case h1
t U : ℝ
hU : U ≠ 0
H : siteSwap * fock (hop t) (onsite U) !![1, 0; 0, 0] = fock (hop t) (onsite U) !![1, 0; 0, 0] * siteSwap
e :
  vecHead (vecTail (vecHead (vecTail (2 • fun p q => if p = q ∧ q = 0 then U else 0)))) -
      vecHead (vecTail (vecHead (vecTail fun p q => if p = 0 ∧ 0 = q then U else 0))) =
    vecHead (vecHead (2 • fun p q => if p = q ∧ q = 0 then U else 0)) -
      vecHead (vecHead fun p q => if p = 0 ∧ 0 = q then U else 0)
a✝ : U < 0
⊢ False
failed
```

What went wrong. The error is reported at `linarith`, but the trouble starts in the `simp` before it. The hypothesis `e` does equate the two diagonal entries of F, yet `simp` leaves them as `vecHead` and `vecTail` of whole functions, such as `2 • fun p q => ...`. The functions are never applied to their indices, so the conditions inside them are never decided. `linarith` does not evaluate such terms, and finds nothing in `e` that contradicts `U < 0`, one of the two cases into which it splits the goal `U = 0`.

The repair expands only the matrix products at first, with `simp only`, and keeps `fock` folded. It then puts in the entries of `siteSwap`, so that `e` relates `fock` at (1, 1) to `fock` at (0, 0). The statement `entry` writes a diagonal Fock entry as hopping plus twice Coulomb minus exchange, and each of these is computed at definite indices. So `F0` gives 2U − U and `F1` gives zero, and with `e` they let `linarith` conclude U = 0. The added comment is mere tidying.

The repair, with which the file compiles:

```diff
@@ -38,7 +38,30 @@
   intro H
   apply hU
+  -- commutation would make the two diagonal entries of the Fock matrix equal
   have e := congrFun (congrFun H 0) 1
-  simp [siteSwap, fock, coulomb, exchange, hop, onsite, Matrix.mul_apply,
-    Fin.sum_univ_two] at e
+  simp only [Matrix.mul_apply, Fin.sum_univ_two] at e
+  have s00 : siteSwap 0 0 = 0 := by simp [siteSwap]
+  have s01 : siteSwap 0 1 = 1 := by simp [siteSwap]
+  have s11 : siteSwap 1 1 = 0 := by simp [siteSwap]
+  rw [s00, s01, s11] at e
+  have entry : ∀ p, fock (hop t) (onsite U) !![1, 0; 0, 0] p p
+      = hop t p p + 2 * coulomb (onsite U) !![1, 0; 0, 0] p p
+        - exchange (onsite U) !![1, 0; 0, 0] p p := by
+    intro p
+    simp only [fock, Matrix.sub_apply, Matrix.add_apply, Matrix.smul_apply, smul_eq_mul]
+  have h0 : hop t 0 0 = 0 := by simp [hop]
+  have h1 : hop t 1 1 = 0 := by simp [hop]
+  have J0 : coulomb (onsite U) !![1, 0; 0, 0] 0 0 = U := by
+    simp [coulomb, onsite, Fin.sum_univ_two]
+  have J1 : coulomb (onsite U) !![1, 0; 0, 0] 1 1 = 0 := by
+    simp [coulomb, onsite, Fin.sum_univ_two]
+  have K0 : exchange (onsite U) !![1, 0; 0, 0] 0 0 = U := by
+    simp [exchange, onsite, Fin.sum_univ_two]
+  have K1 : exchange (onsite U) !![1, 0; 0, 0] 1 1 = 0 := by
+    simp [exchange, onsite, Fin.sum_univ_two]
+  have F0 := entry 0
+  have F1 := entry 1
+  rw [h0, J0, K0] at F0
+  rw [h1, J1, K1] at F1
   linarith
 
```
